# In a finite one-dimensional plane-wave basis with fixed Hermitian potential and positive definite overlap, three-point finite-difference kinetic energy never raises the lowest level

The simplest finite-difference scheme on a real-space grid replaces the second derivative by a three-point difference. Acting on $e^{ikx}$ at grid spacing $h$, this turns the kinetic energy $k^2/2$ (atomic units) into $(1-\cos kh)/h^2$. With ultrasoft pseudopotentials the states also obey a generalized eigenvalue equation $Hc=E\,Sc$, whose overlap matrix $S$ is not the identity. In which direction does the lowest level move, and how far?

## Energies, overlaps and ground states

The plane waves are labelled by a finite type `ι`, and a state is a vector of complex coefficients $x_i$.

In Lean 4 with Mathlib:

```lean
import Mathlib

open Matrix
open scoped ComplexOrder

namespace UltrasoftFiniteDifference

noncomputable section

variable {ι : Type*} [Fintype ι]
```

For a matrix $A$, write $\langle A\rangle_x=\mathrm{Re}\,x^\dagger A x$. When $A$ is Hermitian, $x^\dagger A x$ is already real.

```lean
/-- The real part of the quadratic form `c† A c`; for Hermitian `A` this is the whole form. -/
def expect (A : Matrix ι ι ℂ) (c : ι → ℂ) : ℝ := (star c ⬝ᵥ A *ᵥ c).re
```

A ground state is a pair $(E,c)$ with $Hc=E\,Sc$ and $\langle S\rangle_c=1$, where $E$ is least among the real generalized eigenvalues. The definition compares $E$ with eigenvalues only, so the variational principle has to be proved.

```lean
/-- `E` is the lowest real generalized eigenvalue of `H c = E S c`, and `c` is an eigenvector for
it, scaled so that the real part of `c† S c` is 1. -/
structure IsGroundState (H S : Matrix ι ι ℂ) (E : ℝ) (c : ι → ℂ) : Prop where
  eigen : H *ᵥ c = (E : ℂ) • (S *ᵥ c)
  normalized : expect S c = 1
  lowest : ∀ (E' : ℝ) (x : ι → ℂ), x ≠ 0 → H *ᵥ x = (E' : ℂ) • (S *ᵥ x) → E ≤ E'
```

The wavevectors are real numbers, as in one dimension, and the finite-difference kinetic energy is $(1-\cos kh)/h^2$.

```lean
/-- The finite-difference kinetic energy of wavevector `k` at grid spacing `h ≠ 0`. -/
def fdKinetic (h k : ℝ) : ℝ := (1 - Real.cos (k * h)) / h ^ 2
```

The Hamiltonian is $H_T=\mathrm{diag}(T_i)+V$, with kinetic energies $T_i$ and a potential matrix $V$ that may be nonlocal.

```lean
/-- The plane-wave Hamiltonian with kinetic energies `T` on the diagonal and potential `V`. -/
def hamiltonian [DecidableEq ι] (T : ι → ℝ) (V : Matrix ι ι ℂ) : Matrix ι ι ℂ :=
  Matrix.diagonal (fun i => (T i : ℂ)) + V
```

## The variational principle with an overlap

Positive definiteness of $S$ means that every nonzero state has positive norm, $\langle S\rangle_x>0$.

```lean
/-- A positive definite overlap gives every nonzero state a positive norm. -/
theorem expect_pos {S : Matrix ι ι ℂ} (hS : S.PosDef) {x : ι → ℂ} (hx : x ≠ 0) :
    0 < expect S x :=
  (Complex.lt_def.1 (hS.dotProduct_mulVec_pos hx)).1
```

Multiplying $Hc=E\,Sc$ from the left by $c^\dagger$ gives $\langle H\rangle_c=E\,\langle S\rangle_c$.

```lean
/-- A solution of `H c = E S c` with real `E` has energy `E` times its overlap norm. -/
theorem expect_eigen {H S : Matrix ι ι ℂ} {E : ℝ} {c : ι → ℂ}
    (h : H *ᵥ c = (E : ℂ) • (S *ᵥ c)) : expect H c = E * expect S c := by
  unfold expect
  rw [h, dotProduct_smul, smul_eq_mul, Complex.re_ofReal_mul]
```

Let $H$ be Hermitian and the basis nonempty. The quotient $\langle H\rangle_x/\langle S\rangle_x$ is continuous on the compact unit sphere, so it has a minimum $m$ there, at some $u$. Rescaling $x$ leaves the quotient unchanged, hence
$$m\,\langle S\rangle_x\le\langle H\rangle_x\quad\text{for all }x .$$
Thus $H-mS$ is positive semidefinite, while $u^\dagger(H-mS)u=0$. A positive semidefinite matrix has the form $B^\dagger B$, so $\|Bu\|^2=0$ and $(H-mS)u=0$: the minimizer is an eigenvector. Dividing $u$ by $\sqrt{\langle S\rangle_u}$ normalizes it. Any other eigenpair $(E',x)$ satisfies $m\langle S\rangle_x\le\langle H\rangle_x=E'\langle S\rangle_x$, so $m\le E'$.

In the code, `hray` is the displayed inequality and `hker` the eigenvector equation.

```lean
/-- For Hermitian `H` and positive definite `S` on at least one plane wave, a ground state exists,
and its level times `x† S x` never exceeds `x† H x` for any vector `x`. -/
theorem exists_groundState [Nonempty ι] {H S : Matrix ι ι ℂ} (hH : H.IsHermitian)
    (hS : S.PosDef) :
    ∃ E c, IsGroundState H S E c ∧ ∀ x, E * expect S x ≤ expect H x := by
  classical
  have hcont : ∀ A : Matrix ι ι ℂ, Continuous (expect A) := fun A => by
    refine Complex.continuous_re.comp ?_
    simp only [dotProduct, Matrix.mulVec, Pi.star_apply]
    fun_prop
  have hscale : ∀ (A : Matrix ι ι ℂ) (r : ℝ) (x : ι → ℂ),
      expect A ((r : ℂ) • x) = r ^ 2 * expect A x := fun A r x => by
    unfold expect
    rw [star_smul, Matrix.mulVec_smul, smul_dotProduct, dotProduct_smul]
    simp only [smul_eq_mul, Complex.star_def, Complex.conj_ofReal, Complex.re_ofReal_mul]
    ring
  have hne : ∀ x ∈ Metric.sphere (0 : ι → ℂ) 1, x ≠ 0 := fun x hx h0 => by
    simp [h0] at hx
  -- the Rayleigh quotient attains its minimum on the unit sphere
  obtain ⟨u, hu, hmin⟩ := (isCompact_sphere (0 : ι → ℂ) 1).exists_isMinOn
    ⟨fun _ => (1 : ℂ), by rw [mem_sphere_zero_iff_norm, pi_norm_const, norm_one]⟩
    ((hcont H).continuousOn.div (hcont S).continuousOn
      (fun x hx => (expect_pos hS (hne x hx)).ne'))
  have hSu := expect_pos hS (hne u hu)
  obtain ⟨m, hm⟩ : ∃ m, m = expect H u / expect S u := ⟨_, rfl⟩
  have hray : ∀ x, m * expect S x ≤ expect H x := fun x => by
    by_cases hx : x = 0
    · simp [hx, expect]
    have hn : ‖x‖ ≠ 0 := norm_ne_zero_iff.2 hx
    have hy : ((‖x‖⁻¹ : ℝ) : ℂ) • x ∈ Metric.sphere (0 : ι → ℂ) 1 := by
      rw [mem_sphere_zero_iff_norm, norm_smul, Complex.norm_real, norm_inv, norm_norm,
        inv_mul_cancel₀ hn]
    have h1 : expect H u / expect S u ≤ expect H (((‖x‖⁻¹ : ℝ) : ℂ) • x) /
      expect S (((‖x‖⁻¹ : ℝ) : ℂ) • x) := isMinOn_iff.1 hmin _ hy
    rw [hscale, hscale, mul_div_mul_left _ _ (pow_ne_zero 2 (inv_ne_zero hn)), ← hm,
      le_div_iff₀ (expect_pos hS hx)] at h1
    exact h1
  -- the minimizer lies in the kernel of the positive semidefinite matrix H - m S
  have hherm : (H - (m : ℂ) • S).IsHermitian := by
    unfold Matrix.IsHermitian
    rw [conjTranspose_sub, conjTranspose_smul, hH.eq, hS.1.eq, Complex.star_def,
      Complex.conj_ofReal]
  have hre : ∀ x, (star x ⬝ᵥ (H - (m : ℂ) • S) *ᵥ x).re = expect H x - m * expect S x :=
    fun x => by
      unfold expect
      rw [Matrix.sub_mulVec, Matrix.smul_mulVec, dotProduct_sub, dotProduct_smul,
        smul_eq_mul, Complex.sub_re, Complex.re_ofReal_mul]
  have him : ∀ x, (star x ⬝ᵥ (H - (m : ℂ) • S) *ᵥ x).im = 0 :=
    fun x => hherm.im_star_dotProduct_mulVec_self x
  have hpsd : (H - (m : ℂ) • S).PosSemidef :=
    PosSemidef.of_dotProduct_mulVec_nonneg hherm fun x =>
      Complex.le_def.2 ⟨by rw [hre, Complex.zero_re]; linarith [hray x],
        by rw [him, Complex.zero_im]⟩
  have hker : (H - (m : ℂ) • S) *ᵥ u = 0 :=
    (hpsd.dotProduct_mulVec_zero_iff u).1 (Complex.ext
      (by rw [hre, hm, div_mul_cancel₀ _ hSu.ne', sub_self, Complex.zero_re])
      (by rw [him, Complex.zero_im]))
  rw [Matrix.sub_mulVec, Matrix.smul_mulVec, sub_eq_zero] at hker
  refine ⟨m, (((√(expect S u))⁻¹ : ℝ) : ℂ) • u, ⟨?_, ?_, ?_⟩, hray⟩
  · rw [Matrix.mulVec_smul, Matrix.mulVec_smul, hker, smul_comm]
  · rw [hscale, inv_pow, Real.sq_sqrt hSu.le, inv_mul_cancel₀ hSu.ne']
  · intro E' x hx hE
    have h1 := hray x
    rw [expect_eigen hE] at h1
    exact le_of_mul_le_mul_right h1 (expect_pos hS hx)
```

Now take any ground state $(E,c)$. Since $m$ is an eigenvalue, $E\le m$, and therefore $E\langle S\rangle_x\le m\langle S\rangle_x\le\langle H\rangle_x$ for every trial state $x$. An empty basis has no normalized state, so that case is contradictory.

```lean
/-- Variational principle: for Hermitian `H` and positive definite `S`, the lowest
generalized level times `x† S x` never exceeds `x† H x`. -/
theorem variational_principle {H S : Matrix ι ι ℂ} (hH : H.IsHermitian) (hS : S.PosDef)
    {E : ℝ} {c : ι → ℂ} (hc : IsGroundState H S E c) (x : ι → ℂ) :
    E * expect S x ≤ expect H x := by
  rcases isEmpty_or_nonempty ι with hι | hι
  · have h := hc.normalized
    simp [expect, dotProduct] at h
  obtain ⟨m, u, hu, hray⟩ := exists_groundState hH hS
  have hu0 : u ≠ 0 := fun h0 => by
    have h := hu.normalized
    simp [h0, expect] at h
  by_cases hx : x = 0
  · simp [hx, expect]
  exact (mul_le_mul_of_nonneg_right (hc.lowest m u hu0 hu.eigen)
    (expect_pos hS hx).le).trans (hray x)
```

## Bracketing the shift with two trial states

Change the kinetic energies from $T_i$ to $T'_i$ while keeping $V$ and $S$. Let $(E,d)$ be a ground state before the change and $(E',c)$ one after it. Because $\langle H_T\rangle_x=\sum_i T_i|x_i|^2+\langle V\rangle_x$, using $d$ as a trial state for the new problem gives
$$E'\le\langle H_{T'}\rangle_d=E-\sum_i(T_i-T'_i)|d_i|^2 ,$$
and using $c$ for the old one gives
$$E\le\langle H_T\rangle_c=E'+\sum_i(T_i-T'_i)|c_i|^2 .$$
Together these bracket $E-E'$. The weights $|c_i|^2$ need not sum to one, since the normalization is $c^\dagger Sc=1$.

The proof expands the energies with `hexp`; `h1` and `h2` are the two variational inequalities.

```lean
variable [DecidableEq ι]

/-- With Hermitian `V` and positive definite `S`, changing the kinetic energies from `T` to `T'`
lowers the lowest level by at least `∑ (T_k - T'_k) |d_k|²` and at most `∑ (T_k - T'_k) |c_k|²`,
with `d` an old and `c` a new `S`-normalized ground state. -/
theorem level_shift_bracket {T T' : ι → ℝ} {V S : Matrix ι ι ℂ} (hV : V.IsHermitian)
    (hS : S.PosDef) {E E' : ℝ} {d c : ι → ℂ}
    (hd : IsGroundState (hamiltonian T V) S E d)
    (hc : IsGroundState (hamiltonian T' V) S E' c) :
    ∑ i, (T i - T' i) * ‖d i‖ ^ 2 ≤ E - E' ∧
      E - E' ≤ ∑ i, (T i - T' i) * ‖c i‖ ^ 2 := by
  have hherm : ∀ T : ι → ℝ, (hamiltonian T V).IsHermitian := fun T => by
    have hT : star (fun i => (T i : ℂ)) = fun i => (T i : ℂ) := by
      funext i
      simp
    unfold Matrix.IsHermitian hamiltonian
    rw [conjTranspose_add, diagonal_conjTranspose, hV.eq, hT]
  have hexp : ∀ (T : ι → ℝ) (x : ι → ℂ),
      expect (hamiltonian T V) x = ∑ i, T i * ‖x i‖ ^ 2 + expect V x := fun T x => by
    unfold expect hamiltonian
    rw [Matrix.add_mulVec, dotProduct_add, Complex.add_re]
    congr 1
    simp only [dotProduct, Matrix.mulVec_diagonal, Complex.re_sum, Pi.star_apply]
    refine Finset.sum_congr rfl fun i _ => ?_
    rw [Complex.sq_norm, Complex.normSq_apply]
    simp only [Complex.star_def, Complex.mul_re, Complex.mul_im, Complex.conj_re,
      Complex.conj_im, Complex.ofReal_re, Complex.ofReal_im]
    ring
  -- each ground state serves as trial state for the other Hamiltonian
  have h1 := variational_principle (hherm T') hS hc d
  have h2 := variational_principle (hherm T) hS hd c
  have h3 := expect_eigen hd.eigen
  have h4 := expect_eigen hc.eigen
  rw [hexp, hd.normalized] at h1 h3
  rw [hexp, hc.normalized] at h2 h4
  simp only [sub_mul, Finset.sum_sub_distrib]
  constructor <;> linarith
```

## Fourth-order control of the cosine

The lower bound $1-x^2/2\le\cos x$ is available in Mathlib. It shows that $\sin y-y+y^3/6$ has nonnegative derivative, so $\sin y\ge y-y^3/6$ for $y\ge0$. If the right side is nonnegative, squaring gives
$$\sin^2y\ge y^2-\tfrac{y^4}{3}+\tfrac{y^6}{36}\ge y^2-\tfrac{y^4}{3}.$$
If it is nonpositive, then $y^2\le y^4/6$, so $y^2-y^4/3\le0\le\sin^2y$. Setting $y=|x|/2$ in $\cos x=1-2\sin^2(x/2)$ yields
$$\cos x\le1-\frac{x^2}{2}+\frac{x^4}{24}.$$

```lean
/-- The cosine never exceeds its fourth-order Taylor polynomial. -/
theorem cos_le_quartic (x : ℝ) : Real.cos x ≤ 1 - x ^ 2 / 2 + x ^ 4 / 24 := by
  have hder : ∀ y : ℝ, HasDerivAt (fun y => Real.sin y - y + y ^ 3 / 6)
      (Real.cos y - 1 + y ^ 2 / 2) y := fun y =>
    (((Real.hasDerivAt_sin y).fun_sub (hasDerivAt_id' y)).fun_add
      ((hasDerivAt_pow 3 y).div_const 6)).congr_deriv (by norm_num; ring)
  have hmono : Monotone (fun y : ℝ => Real.sin y - y + y ^ 3 / 6) :=
    monotone_of_deriv_nonneg (fun y => (hder y).differentiableAt) fun y => by
      rw [(hder y).deriv]
      linarith [Real.one_sub_sq_div_two_le_cos (x := y)]
  -- sin² y ≥ y² - y⁴/3, then the half-angle formula
  have hsq : ∀ y : ℝ, 0 ≤ y → y ^ 2 - y ^ 4 / 3 ≤ Real.sin y ^ 2 := fun y hy => by
    have h := hmono hy
    simp only [Real.sin_zero] at h
    have h1 : y - y ^ 3 / 6 ≤ Real.sin y := by linarith
    have h4 : 0 ≤ y ^ 4 := by positivity
    have h6 : 0 ≤ y ^ 6 := by positivity
    rcases le_total 0 (y - y ^ 3 / 6) with h0 | h0
    · have h2 := pow_le_pow_left₀ h0 h1 2
      linarith [show (y - y ^ 3 / 6) ^ 2 = y ^ 2 - y ^ 4 / 3 + y ^ 6 / 36 by ring]
    · have h2 := mul_nonneg hy (neg_nonneg.2 h0)
      linarith [sq_nonneg (Real.sin y),
        show y * -(y - y ^ 3 / 6) = y ^ 4 / 6 - y ^ 2 by ring]
  have h1 := hsq (|x| / 2) (by positivity)
  have h2 := Real.cos_two_mul (|x| / 2)
  have h3 := Real.sin_sq_add_cos_sq (|x| / 2)
  rw [show 2 * (|x| / 2) = |x| by ring, Real.cos_abs] at h2
  have e2 : (|x| / 2) ^ 2 = x ^ 2 / 4 := by rw [div_pow, sq_abs]; norm_num
  have e4 : (|x| / 2) ^ 4 = x ^ 4 / 16 := by
    rw [show (|x| / 2) ^ 4 = ((|x| / 2) ^ 2) ^ 2 by ring, e2]
    ring
  rw [e2, e4] at h1
  linarith
```

## The level error at spacing h

With $x=k_ih$, the two cosine bounds become
$$0\le\frac{k_i^2}{2}-\frac{1-\cos k_ih}{h^2}\le\frac{h^2k_i^4}{24}.$$
Let $E$ be the level with $k_i^2/2$ and $E_h$ (`Eh`) the finite-difference level. The left inequality makes the lower end of the bracket nonnegative, and the right one bounds its upper end:
$$E_h\le E,\qquad E-E_h\le\frac{h^2}{24}\sum_i k_i^4|c_i|^2 .$$

The theorem assumes Hermitian $V$, positive definite $S$, $h>0$ and a ground state of each problem, with $c$ the finite-difference one. If a level is degenerate, any choice will do. For a fixed, non-self-consistent problem in a finite basis, this bounds the error that finite differencing of the kinetic energy causes in the lowest level, using only the ground state of the finite-difference problem with the same $V$ and $S$. Errors from sampling $V$ or $S$ on the grid, and shifts of excited levels, are not addressed.

```lean
/-- For Hermitian `V`, positive definite `S` and `h > 0`, finite differencing never raises
the lowest generalized level, and lowers it by at most `(h²/24) ∑ k⁴ |c_k|²`, with `c` the
`S`-normalized finite-difference ground state. -/
theorem fd_level_error {k : ι → ℝ} {V S : Matrix ι ι ℂ} (hV : V.IsHermitian)
    (hS : S.PosDef) {h : ℝ} (hh : 0 < h) {E Eh : ℝ} {d c : ι → ℂ}
    (hd : IsGroundState (hamiltonian (fun i => k i ^ 2 / 2) V) S E d)
    (hc : IsGroundState (hamiltonian (fun i => fdKinetic h (k i)) V) S Eh c) :
    Eh ≤ E ∧ E - Eh ≤ h ^ 2 / 24 * ∑ i, k i ^ 4 * ‖c i‖ ^ 2 := by
  obtain ⟨hlow, hupp⟩ := level_shift_bracket hV hS hd hc
  have hh2 : 0 < h ^ 2 := by positivity
  constructor
  · have h0 : 0 ≤ ∑ i, (k i ^ 2 / 2 - fdKinetic h (k i)) * ‖d i‖ ^ 2 := by
      refine Finset.sum_nonneg fun i _ => mul_nonneg (sub_nonneg.2 ?_) (sq_nonneg _)
      unfold fdKinetic
      rw [div_le_iff₀ hh2]
      linarith [Real.one_sub_sq_div_two_le_cos (x := k i * h), mul_pow (k i) h 2]
    linarith
  · refine hupp.trans ?_
    rw [Finset.mul_sum]
    refine Finset.sum_le_sum fun i _ => ?_
    rw [← mul_assoc]
    refine mul_le_mul_of_nonneg_right ?_ (sq_nonneg _)
    have h1 : k i ^ 2 / 2 - h ^ 2 / 24 * k i ^ 4 ≤ fdKinetic h (k i) := by
      unfold fdKinetic
      rw [le_div_iff₀ hh2]
      linarith [cos_le_quartic (k i * h), mul_pow (k i) h 2, mul_pow (k i) h 4]
    linarith
```

A bound that does not involve the ground state can be given with two constants. The cutoff $K$ limits the wavevectors, $|k_i|\le K$. The number $s>0$ satisfies $s\sum_i|x_i|^2\le\langle S\rangle_x$, so it limits how far the augmentation part of an ultrasoft overlap may shrink the squared norm of a plane-wave state; for $S=1$ one can take $s=1$. Then $\sum_i|c_i|^2\le1/s$, and
$$E-E_h\le\frac{h^2K^4}{24\,s}.$$

```lean
/-- With a cutoff `|k| ≤ K`, Hermitian `V`, and a positive definite overlap satisfying
`x† S x ≥ s ∑ |x_k|²` for some `s > 0`, finite differencing of the kinetic energy lowers the lowest
generalized level by at most `h² K⁴ / (24 s)` at spacing `h > 0`. -/
theorem fd_level_error_cutoff {k : ι → ℝ} {V S : Matrix ι ι ℂ} (hV : V.IsHermitian)
    (hS : S.PosDef) {h K s : ℝ} (hh : 0 < h) (hK : ∀ i, |k i| ≤ K) (hs : 0 < s)
    (hSs : ∀ x : ι → ℂ, s * ∑ i, ‖x i‖ ^ 2 ≤ expect S x) {E Eh : ℝ} {d c : ι → ℂ}
    (hd : IsGroundState (hamiltonian (fun i => k i ^ 2 / 2) V) S E d)
    (hc : IsGroundState (hamiltonian (fun i => fdKinetic h (k i)) V) S Eh c) :
    E - Eh ≤ h ^ 2 * K ^ 4 / (24 * s) := by
  have h1 : ∑ i, k i ^ 4 * ‖c i‖ ^ 2 ≤ K ^ 4 * ∑ i, ‖c i‖ ^ 2 := by
    rw [Finset.mul_sum]
    refine Finset.sum_le_sum fun i _ => mul_le_mul_of_nonneg_right ?_ (sq_nonneg _)
    have h2 := pow_le_pow_left₀ (abs_nonneg (k i)) (hK i) 4
    rwa [show |k i| ^ 4 = (|k i| ^ 2) ^ 2 by ring, sq_abs, ← pow_mul] at h2
  have h3 : ∑ i, ‖c i‖ ^ 2 ≤ 1 / s := by
    rw [le_div_iff₀ hs]
    linarith [hSs c, hc.normalized]
  have h4 : K ^ 4 * ∑ i, ‖c i‖ ^ 2 ≤ K ^ 4 * (1 / s) :=
    mul_le_mul_of_nonneg_left h3 (by positivity)
  calc E - Eh ≤ h ^ 2 / 24 * ∑ i, k i ^ 4 * ‖c i‖ ^ 2 := (fd_level_error hV hS hh hd hc).2
    _ ≤ h ^ 2 / 24 * (K ^ 4 * (1 / s)) :=
        mul_le_mul_of_nonneg_left (h1.trans h4) (by positivity)
    _ = h ^ 2 * K ^ 4 / (24 * s) := by field_simp
```

## When the level falls strictly

For $x\ne0$ the lower cosine bound is strict. Put $a=1-x^2/8\le\cos(x/2)$. If $a\ge0$, then
$$\cos x=2\cos^2(x/2)-1\ge2a^2-1=1-\frac{x^2}{2}+\frac{x^4}{32}.$$
If $a\le0$, then $x^2\ge8$ and $1-x^2/2\le-3<\cos x$. So if the exact ground state $d$ has $d_j\ne0$ for some $k_j\ne0$, the $j$-th term at the lower end of the bracket is positive and the others are nonnegative, which gives $E_h<E$.

```lean
/-- For Hermitian `V`, positive definite `S` and `h > 0`, finite differencing of the kinetic energy
strictly lowers the lowest generalized level as soon as the ground state `d` for the kinetic
energies `k²/2` contains a plane wave with nonzero wavevector. -/
theorem fd_level_strictly_lower {k : ι → ℝ} {V S : Matrix ι ι ℂ} (hV : V.IsHermitian)
    (hS : S.PosDef) {h : ℝ} (hh : 0 < h) {E Eh : ℝ} {d c : ι → ℂ}
    (hd : IsGroundState (hamiltonian (fun i => k i ^ 2 / 2) V) S E d)
    (hc : IsGroundState (hamiltonian (fun i => fdKinetic h (k i)) V) S Eh c)
    {j : ι} (hk : k j ≠ 0) (hdj : d j ≠ 0) : Eh < E := by
  have hh2 : 0 < h ^ 2 := by positivity
  -- the quadratic lower bound on the cosine is strict away from zero
  have hcos : ∀ x : ℝ, x ≠ 0 → 1 - x ^ 2 / 2 < Real.cos x := fun x hx => by
    have h1 := Real.one_sub_sq_div_two_le_cos (x := x / 2)
    have h2 := Real.cos_two_mul (x / 2)
    rw [show 2 * (x / 2) = x by ring] at h2
    have h4 : 0 < x ^ 4 := by positivity
    rcases le_total 0 (1 - (x / 2) ^ 2 / 2) with h0 | h0
    · have h3 := pow_le_pow_left₀ h0 h1 2
      linarith [show (1 - (x / 2) ^ 2 / 2) ^ 2 = 1 - x ^ 2 / 4 + x ^ 4 / 64 by ring]
    · linarith [Real.neg_one_le_cos x, show (x / 2) ^ 2 = x ^ 2 / 4 by ring]
  have hpos : 0 < ∑ i, (k i ^ 2 / 2 - fdKinetic h (k i)) * ‖d i‖ ^ 2 := by
    refine Finset.sum_pos' (fun i _ => mul_nonneg (sub_nonneg.2 ?_) (sq_nonneg _))
      ⟨j, Finset.mem_univ j, mul_pos (sub_pos.2 ?_) (pow_pos (norm_pos_iff.2 hdj) 2)⟩
    · unfold fdKinetic
      rw [div_le_iff₀ hh2]
      linarith [Real.one_sub_sq_div_two_le_cos (x := k i * h), mul_pow (k i) h 2]
    · unfold fdKinetic
      rw [div_lt_iff₀ hh2]
      linarith [hcos (k j * h) (mul_ne_zero hk hh.ne'), mul_pow (k j) h 2]
  linarith [(level_shift_bracket hV hS hd hc).1]

end

end UltrasoftFiniteDifference
```

```lean
#print axioms UltrasoftFiniteDifference.fd_level_error_cutoff
#print axioms UltrasoftFiniteDifference.fd_level_strictly_lower
```

```
'UltrasoftFiniteDifference.fd_level_error_cutoff' depends on axioms: [propext, Classical.choice, Quot.sound]
'UltrasoftFiniteDifference.fd_level_strictly_lower' depends on axioms: [propext, Classical.choice, Quot.sound]
```
